# Coefficients of commuting excitations fix unique cluster amplitudes when the reference coefficient is one

Suppose I label commuting pair excitations and represent each product of distinct excitations by the finite set $S$ of its labels, with coefficient $c(S)$ and $c(\varnothing)=1$. The exponential ansatz should then give exactly one amplitude $t(S)$ for each non-empty $S$, such that $c(S)$ sums the products of amplitudes over all ways of splitting $S$ into blocks. How do I make this rigorous and have it machine-checked?

## Solving for the largest block

Taking sets as labels means that order is irrelevant and no excitation occurs twice. Let $X_S$ be the product of the excitations in $S$, and put $T=\sum_{B\ne\varnothing}t(B)X_B$. Products of overlapping $X_B$ vanish. In $T^n/n!$, the $n!$ orderings of $n$ disjoint blocks cancel the prefactor, so $e^T$ has coefficients

$$c(S)=\sum_{P\text{ partitions }S}\ \prod_{B\in P}t(B).$$

The empty set has one partition, with no blocks, so $c(\varnothing)=1$ is necessary. For non-empty $S$, separate the partition $\{S\}$:

$$t(S)=c(S)-\sum_{P\ne\{S\}}\ \prod_{B\in P}t(B).$$

Every block on the right is a proper subset of $S$: if $S$ were a block, any other block would share a label with it and hence equal it. The formula therefore constructs $t$ by increasing size. Two solutions that agree on all proper subsets also agree on $S$, which gives uniqueness.

For example, let $c(1)=-0.1$, $c(2)=-0.2$, $c(3)=-0.3$, $c(12)=0.05$, $c(13)=0.03$, $c(23)=0.06$ and $c(123)=-0.02$. The single-label amplitudes equal their coefficients, $t(12)=0.05-0.02=0.03$, and $t(13)=t(23)=0$. Then $t(123)=-0.02-(0.03)(-0.3)-(-0.1)(-0.2)(-0.3)=-0.005$.

## Separating two fragments

Fix $i\in S$. Each partition has exactly one block $B$ containing $i$, and the other blocks partition $S\setminus B$. Hence

$$c(S)=\sum_{i\in B\subseteq S}t(B)\,c(S\setminus B).$$

Now take a fragment $A$ and $i\in S\cap A$. If each $c(S\setminus B)$ factorises between $A$ and its complement, the terms with $B\subseteq A$ sum to $c(S\cap A)\,c(S\setminus A)$, so

$$c(S)=c(S\cap A)\,c(S\setminus A)+\sum_{\substack{i\in B\subseteq S\\ B\not\subseteq A}}t(B)\,c(S\setminus B).$$

Call a set mixed if it has labels both in $A$ and outside $A$, and call its amplitude mixed too. If all mixed amplitudes vanish, induction on $S$ gives factorisation; the case $S\cap A=\varnothing$ is immediate. Conversely, if all coefficients factorise, the last sum is zero. For mixed $S$, induction removes every term but $B=S$, leaving $t(S)=0$. In this commuting-label model, that is the link between connected amplitudes and the multiplicative separability of coupled-cluster wavefunctions.

## What the Lean statements say

Labels have type `ι`, products are `Finset ι`, and `clusterSum t S` is the partition sum. `existsUnique_amplitudes` assumes `c ∅ = 1` and fixes the unused value `t ∅ = 0`; otherwise uniqueness would fail. `separable_iff` states, for a finite fragment `A`, that the coefficients of all finite sets factorise if and only if all mixed amplitudes vanish; it is not an equivalence for each set separately.

The file starts from the partition sum, without operators, a Hamiltonian or amplitude equations. Different label sets are treated as independent, which suits pairs that each have their own virtual orbital. In a general pair space, different sets can produce the same determinant.

```lean
import Mathlib

open Finset

namespace ConnectedClusterAmplitudes

variable {ι : Type*}

/-- `P` is a set partition of the set `S` of excitations: its blocks are non-empty subsets of `S`,
they cover `S`, and two blocks that share an excitation coincide. -/
structure IsSetPartition (S : Finset ι) (P : Finset (Finset ι)) : Prop where
  block : ∀ B ∈ P, B.Nonempty ∧ B ⊆ S
  cover : ∀ i ∈ S, ∃ B ∈ P, i ∈ B
  unique : ∀ B ∈ P, ∀ C ∈ P, ∀ i, i ∈ B → i ∈ C → B = C

open Classical in
/-- The finite collection of all set partitions of `S`. -/
noncomputable def setPartitions (S : Finset ι) : Finset (Finset (Finset ι)) :=
  S.powerset.powerset.filter (fun P => IsSetPartition S P)

/-- The coefficient of the excitation product `S` generated by the amplitudes `t`: the sum over
set partitions of `S` of the product of `t` over the blocks. -/
noncomputable def clusterSum (t : Finset ι → ℂ) (S : Finset ι) : ℂ :=
  ∑ P ∈ setPartitions S, ∏ B ∈ P, t B

lemma mem_setPartitions {S : Finset ι} {P : Finset (Finset ι)} :
    P ∈ setPartitions S ↔ IsSetPartition S P := by
  simp only [setPartitions, mem_filter, mem_powerset]
  exact ⟨fun h => h.2, fun h => ⟨fun B hB => mem_powerset.2 (h.block B hB).2, h⟩⟩

/-- In a partition of `S` other than `{S}`, every block is a proper subset of `S`. -/
lemma block_ssubset {S B : Finset ι} {P : Finset (Finset ι)} (hP : IsSetPartition S P)
    (hne : P ≠ {S}) (hB : B ∈ P) : B ⊂ S := by
  refine Finset.ssubset_iff_subset_ne.2 ⟨(hP.block B hB).2, fun h => hne ?_⟩
  rw [h] at hB
  refine Finset.eq_singleton_iff_unique_mem.2 ⟨hB, fun C hC => ?_⟩
  obtain ⟨i, hi⟩ := (hP.block C hC).1
  exact hP.unique C hC S hB i hi ((hP.block C hC).2 hi)

lemma setPartitions_empty : setPartitions (∅ : Finset ι) = {∅} := by
  ext P
  rw [mem_setPartitions, mem_singleton]
  constructor
  · intro h
    refine Finset.eq_empty_of_forall_notMem fun B hB => ?_
    obtain ⟨i, hi⟩ := (h.block B hB).1
    exact Finset.notMem_empty i ((h.block B hB).2 hi)
  · rintro rfl
    exact ⟨by simp, by simp, by simp⟩

/-- Whatever the amplitudes, the coefficient of the reference (no excitation) is one. -/
theorem clusterSum_empty (t : Finset ι → ℂ) : clusterSum t ∅ = 1 := by
  rw [clusterSum, setPartitions_empty, sum_singleton, prod_empty]

variable [DecidableEq ι]

/-- The connected amplitude of `S`, defined recursively: the coefficient `c S` minus the products
of amplitudes over all partitions of `S` other than `{S}`. -/
noncomputable def connectedAmplitude (c : Finset ι → ℂ) (S : Finset ι) : ℂ :=
  c S - ∑ P ∈ ((setPartitions S).erase {S}).attach, ∏ B ∈ P.1.attach, connectedAmplitude c B.1
termination_by S.card
decreasing_by
  exact Finset.card_lt_card (block_ssubset (mem_setPartitions.1 (Finset.mem_of_mem_erase P.2))
    (Finset.ne_of_mem_erase P.2) B.2)

lemma connectedAmplitude_eq (c : Finset ι → ℂ) (S : Finset ι) :
    connectedAmplitude c S =
      c S - ∑ P ∈ (setPartitions S).erase {S}, ∏ B ∈ P, connectedAmplitude c B := by
  rw [connectedAmplitude]
  congr 1
  exact (Finset.sum_congr rfl fun P _ => Finset.prod_attach P.1 (connectedAmplitude c)).trans
    (Finset.sum_attach _ (fun P => ∏ B ∈ P, connectedAmplitude c B))

/-- For non-empty `S` the coefficient is the amplitude of `S` itself plus the products over all
other partitions. -/
theorem clusterSum_split (t : Finset ι → ℂ) {S : Finset ι} (hS : S.Nonempty) :
    clusterSum t S = t S + ∑ P ∈ (setPartitions S).erase {S}, ∏ B ∈ P, t B := by
  have hmem : {S} ∈ setPartitions S := by
    refine mem_setPartitions.2 ⟨?_, fun i hi => ⟨S, mem_singleton_self S, hi⟩, ?_⟩
    · intro B hB
      rw [mem_singleton.1 hB]
      exact ⟨hS, Finset.Subset.refl S⟩
    · intro B hB C hC _ _ _
      rw [mem_singleton.1 hB, mem_singleton.1 hC]
  have h := Finset.add_sum_erase (setPartitions S) (fun P => ∏ B ∈ P, t B) hmem
  simp only [prod_singleton] at h
  exact h.symm

/-- Coefficients `c` with `c ∅ = 1` determine exactly one amplitude function `t` (with the unused
value `t ∅` set to zero) such that each `c S` is the sum over set partitions of `S` of the products
of `t` over blocks. -/
theorem existsUnique_amplitudes (c : Finset ι → ℂ) (hc : c ∅ = 1) :
    ∃! t : Finset ι → ℂ, t ∅ = 0 ∧ ∀ S, c S = ∑ P ∈ setPartitions S, ∏ B ∈ P, t B := by
  have h0 : connectedAmplitude c ∅ = 0 := by
    have hn : ({∅} : Finset (Finset ι)) ∉ ({∅} : Finset (Finset (Finset ι))) := by simp
    rw [connectedAmplitude_eq, setPartitions_empty, Finset.erase_eq_of_notMem hn,
      sum_singleton, prod_empty, hc, sub_self]
  refine ⟨connectedAmplitude c, ⟨h0, fun S => ?_⟩, ?_⟩
  · change c S = clusterSum (connectedAmplitude c) S
    rcases S.eq_empty_or_nonempty with rfl | hS
    · rw [clusterSum_empty, hc]
    · rw [clusterSum_split _ hS]
      linear_combination -(connectedAmplitude_eq c S)
  · rintro t ⟨ht0, ht⟩
    funext S
    -- amplitudes on proper subsets fix the amplitude of `S`
    induction S using Finset.strongInduction with
    | H S ih =>
      rcases S.eq_empty_or_nonempty with rfl | hS
      · rw [ht0, h0]
      · have h1 : c S = t S + ∑ P ∈ (setPartitions S).erase {S}, ∏ B ∈ P, t B :=
          (ht S).trans (clusterSum_split t hS)
        have h2 : ∑ P ∈ (setPartitions S).erase {S}, ∏ B ∈ P, t B =
            ∑ P ∈ (setPartitions S).erase {S}, ∏ B ∈ P, connectedAmplitude c B :=
          Finset.sum_congr rfl fun P hP => Finset.prod_congr rfl fun B hB =>
            ih B (block_ssubset (mem_setPartitions.1 (Finset.mem_of_mem_erase hP))
              (Finset.ne_of_mem_erase hP) hB)
        linear_combination -h1 - h2 - connectedAmplitude_eq c S

lemma IsSetPartition.insert_block {S B : Finset ι} {Q : Finset (Finset ι)}
    (hQ : IsSetPartition (S \ B) Q) (hBS : B ⊆ S) (hB : B.Nonempty) :
    IsSetPartition S (insert B Q) := by
  refine ⟨fun C hC => ?_, fun i hi => ?_, fun C hC D hD i hiC hiD => ?_⟩
  · rcases mem_insert.1 hC with h | h
    · rw [h]
      exact ⟨hB, hBS⟩
    · exact ⟨(hQ.block C h).1, (hQ.block C h).2.trans sdiff_subset⟩
  · by_cases h : i ∈ B
    · exact ⟨B, mem_insert_self _ _, h⟩
    · obtain ⟨C, hC, hiC⟩ := hQ.cover i (mem_sdiff.2 ⟨hi, h⟩)
      exact ⟨C, mem_insert_of_mem hC, hiC⟩
  · rcases mem_insert.1 hC with h1 | h1 <;> rcases mem_insert.1 hD with h2 | h2
    · rw [h1, h2]
    · rw [h1] at hiC
      exact absurd hiC (mem_sdiff.1 ((hQ.block D h2).2 hiD)).2
    · rw [h2] at hiD
      exact absurd hiD (mem_sdiff.1 ((hQ.block C h1).2 hiC)).2
    · exact hQ.unique C h1 D h2 i hiC hiD

lemma IsSetPartition.erase_block {S B : Finset ι} {P : Finset (Finset ι)}
    (hP : IsSetPartition S P) (hB : B ∈ P) : IsSetPartition (S \ B) (P.erase B) := by
  refine ⟨fun C hC => ?_, fun i hi => ?_, fun C hC D hD =>
    hP.unique C (mem_of_mem_erase hC) D (mem_of_mem_erase hD)⟩
  · obtain ⟨hne, hCP⟩ := mem_erase.1 hC
    exact ⟨(hP.block C hCP).1, fun i hi => mem_sdiff.2 ⟨(hP.block C hCP).2 hi,
      fun hiB => hne (hP.unique C hCP B hB i hi hiB)⟩⟩
  · obtain ⟨hiS, hiB⟩ := mem_sdiff.1 hi
    obtain ⟨C, hC, hiC⟩ := hP.cover i hiS
    exact ⟨C, mem_erase.2 ⟨fun h => hiB (h ▸ hiC), hC⟩, hiC⟩

lemma IsSetPartition.notMem {S B : Finset ι} {Q : Finset (Finset ι)} {i : ι}
    (hQ : IsSetPartition (S \ B) Q) (hi : i ∈ B) : B ∉ Q :=
  fun h => (mem_sdiff.1 ((hQ.block B h).2 hi)).2 hi

/-- Fix an excitation `i` in `S`: the coefficient of `S` is the sum, over subsets `B` of `S`
containing `i`, of the amplitude of `B` times the coefficient of the remaining excitations. -/
theorem clusterSum_anchor (t : Finset ι → ℂ) {S : Finset ι} {i : ι} (hi : i ∈ S) :
    clusterSum t S =
      ∑ B ∈ S.powerset.filter (fun B => i ∈ B), t B * clusterSum t (S \ B) := by
  simp only [clusterSum, Finset.mul_sum]
  rw [Finset.sum_sigma']
  symm
  -- a partition is the block containing `i` together with a partition of the rest
  refine Finset.sum_bij (fun x _ => insert x.1 x.2) ?_ ?_ ?_ ?_
  · rintro ⟨B, Q⟩ hx
    simp only [mem_sigma, mem_filter, mem_powerset, mem_setPartitions] at hx ⊢
    exact hx.2.insert_block hx.1.1 ⟨i, hx.1.2⟩
  · rintro ⟨B, Q⟩ hx ⟨C, R⟩ hy h
    have h' : insert B Q = insert C R := h
    clear h
    simp only [mem_sigma, mem_filter, mem_powerset, mem_setPartitions] at hx hy
    have hBC : B = C := by
      have hm : B ∈ insert C R := by
        rw [← h']
        exact mem_insert_self B Q
      rcases mem_insert.1 hm with e | e
      · exact e
      · exact absurd hy.1.2 (mem_sdiff.1 ((hy.2.block B e).2 hx.1.2)).2
    subst hBC
    have hQR : Q = R := by
      rw [← Finset.erase_insert (hx.2.notMem hx.1.2), h',
        Finset.erase_insert (hy.2.notMem hx.1.2)]
    rw [hQR]
  · intro P hP
    rw [mem_setPartitions] at hP
    obtain ⟨B, hB, hiB⟩ := hP.cover i hi
    refine ⟨⟨B, P.erase B⟩, ?_, Finset.insert_erase hB⟩
    simp only [mem_sigma, mem_filter, mem_powerset, mem_setPartitions]
    exact ⟨⟨(hP.block B hB).2, hiB⟩, hP.erase_block hB⟩
  · rintro ⟨B, Q⟩ hx
    simp only [mem_sigma, mem_filter, mem_powerset, mem_setPartitions] at hx
    exact (Finset.prod_insert (hx.2.notMem hx.1.2)).symm

lemma clusterSum_fragment (t : Finset ι → ℂ) {S A : Finset ι} {i : ι} (hi : i ∈ S ∩ A)
    (hfac : ∀ B, B ⊆ S → i ∈ B →
      clusterSum t (S \ B) = clusterSum t ((S \ B) ∩ A) * clusterSum t ((S \ B) \ A)) :
    clusterSum t S = clusterSum t (S ∩ A) * clusterSum t (S \ A) +
      ∑ B ∈ (S.powerset.filter (fun B => i ∈ B)).filter (fun B => ¬ B ⊆ A),
        t B * clusterSum t (S \ B) := by
  have h1 := Finset.sum_filter_add_sum_filter_not (S.powerset.filter (fun B => i ∈ B))
    (fun B => B ⊆ A) (fun B => t B * clusterSum t (S \ B))
  have h2 : ∑ B ∈ (S.powerset.filter (fun B => i ∈ B)).filter (fun B => B ⊆ A),
      t B * clusterSum t (S \ B) = clusterSum t (S ∩ A) * clusterSum t (S \ A) := by
    rw [clusterSum_anchor t hi, Finset.sum_mul]
    refine Finset.sum_congr ?_ fun B hB => ?_
    · ext B
      simp only [mem_filter, mem_powerset, Finset.subset_inter_iff]
      tauto
    · simp only [mem_filter, mem_powerset, Finset.subset_inter_iff] at hB
      have e1 : (S \ B) ∩ A = (S ∩ A) \ B := by
        ext j
        simp only [mem_inter, mem_sdiff]
        tauto
      have e2 : (S \ B) \ A = S \ A := by
        ext j
        have hj := @hB.1.2 j
        simp only [mem_sdiff]
        tauto
      rw [hfac B hB.1.1 hB.2, e1, e2, mul_assoc]
  linear_combination clusterSum_anchor t (mem_inter.1 hi).1 - h1 + h2

/-- The coefficients factorise between a fragment `A` and its complement if and only if every
amplitude involving excitations of both vanishes. -/
theorem separable_iff (t : Finset ι → ℂ) (A : Finset ι) :
    (∀ S, clusterSum t S = clusterSum t (S ∩ A) * clusterSum t (S \ A)) ↔
      ∀ S : Finset ι, (S ∩ A).Nonempty → (S \ A).Nonempty → t S = 0 := by
  constructor
  · intro h S
    induction S using Finset.strongInduction with
    | H S ih =>
      rintro ⟨i, hi⟩ hB
      have h1 := clusterSum_fragment t hi (fun B _ _ => h (S \ B))
      -- among the mixed blocks only `S` itself can contribute
      rw [Finset.sum_eq_single S] at h1
      · rw [Finset.sdiff_self, clusterSum_empty, mul_one] at h1
        linear_combination h S - h1
      · intro B hm hne
        simp only [mem_filter, mem_powerset] at hm
        rw [ih B (Finset.ssubset_iff_subset_ne.2 ⟨hm.1.1, hne⟩)
          ⟨i, mem_inter.2 ⟨hm.1.2, (mem_inter.1 hi).2⟩⟩ (Finset.sdiff_nonempty.2 hm.2), zero_mul]
      · intro hS
        refine absurd ?_ hS
        simp only [mem_filter, mem_powerset]
        exact ⟨⟨Finset.Subset.refl S, (mem_inter.1 hi).1⟩, Finset.sdiff_nonempty.1 hB⟩
  · intro h S
    induction S using Finset.strongInduction with
    | H S ih =>
      by_cases hA : (S ∩ A).Nonempty
      · obtain ⟨i, hi⟩ := hA
        rw [clusterSum_fragment t hi
          (fun B hBS hiB => ih (S \ B) (Finset.sdiff_ssubset hBS ⟨i, hiB⟩)),
          Finset.sum_eq_zero, add_zero]
        intro B hm
        simp only [mem_filter, mem_powerset] at hm
        rw [h B ⟨i, mem_inter.2 ⟨hm.1.2, (mem_inter.1 hi).2⟩⟩
          (Finset.sdiff_nonempty.2 hm.2), zero_mul]
      · have hA' := Finset.not_nonempty_iff_eq_empty.1 hA
        rw [hA', clusterSum_empty, one_mul,
          Finset.sdiff_eq_self_of_disjoint (Finset.disjoint_iff_inter_eq_empty.2 hA')]

end ConnectedClusterAmplitudes
```

```lean
#print axioms ConnectedClusterAmplitudes.existsUnique_amplitudes
#print axioms ConnectedClusterAmplitudes.separable_iff
```

```
'ConnectedClusterAmplitudes.existsUnique_amplitudes' depends on axioms: [propext, Classical.choice, Quot.sound]
'ConnectedClusterAmplitudes.separable_iff' depends on axioms: [propext, Classical.choice, Quot.sound]
```

## How the proof follows the algebra

`block_ssubset` proves that the blocks are smaller, so the recursion in `connectedAmplitude` terminates. `connectedAmplitude_eq` restates it as the subtraction formula, and `clusterSum_split` isolates $t(S)$. For existence at non-empty $S$, the goal is rewritten with `clusterSum_split` and then follows from `connectedAmplitude_eq`; for uniqueness, `Finset.strongInduction` supplies agreement on smaller blocks.

`clusterSum_anchor` uses `Finset.sum_bij` to match partitions of $S$ with pairs of a block containing $i$ and a partition of the rest. `insert_block` and `erase_block` give the two directions, and `notMem` ensures that the inserted block is new. `clusterSum_fragment` is the split into $B\subseteq A$ and $B\not\subseteq A$; `separable_iff` runs both inductions on it.

## Extracting amplitudes from a CI vector

To analyse a configuration-interaction vector in this model, divide it by its non-zero reference coefficient, then process the sets by increasing size. For non-empty $S$, code can avoid listing partitions by fixing any one label $i\in S$ and summing only over $B$ in

$$t(S)=c(S)-\sum_{i\in B\subsetneq S}t(B)\,c(S\setminus B).$$

General fermionic excitations also require signs and sums over equivalent index assignments.
